# The eigenvector-eigenvalue identity for finite Hermitian matrices

A single particle hops on a finite set of sites. Its energies $E_k$ are known, and so are the energies after site $j$ has been removed together with all its hoppings. What do these two spectra say about the probability $|u_i(j)|^2$ of finding the particle at $j$ in eigenstate $i$? In a finite, non-interacting tight-binding model these probabilities are the weights of the local density of states. The identity in (h) relates them to the spectra, and it fixes them when level $i$ is nondegenerate.

## Energies, modes and site deletion

In Lean 4 with Mathlib:

```lean
import Mathlib

open Matrix

namespace EigenvectorEigenvalue
```

`IsEigenbasis H E u` says that the vectors $u_k$ are orthonormal and satisfy $Hu_k=E_ku_k$ with real $E_k$. There is one vector per dimension, and degeneracies are allowed. The component $u_k(a)$ is written `u k a`, with sites and levels numbered from 0. The site basis is orthonormal, so there is no overlap matrix.

```lean
/-- The vectors `u k` are orthonormal eigenvectors of the Hamiltonian matrix `H` with
real energies `E k`, one for each dimension of the space. -/
structure IsEigenbasis {n : ℕ} (H : Matrix (Fin n) (Fin n) ℂ) (E : Fin n → ℝ)
    (u : Fin n → Fin n → ℂ) : Prop where
  orthonormal : ∀ k l, star (u k) ⬝ᵥ u l = if k = l then 1 else 0
  eigen : ∀ k, H *ᵥ u k = (E k : ℂ) • u k
```

The matrix $U$ has the eigenvectors as columns, $U_{ak}=u_k(a)$.

```lean
/-- The matrix whose columns are the vectors `u k`. -/
def modeMatrix {n : ℕ} (u : Fin n → Fin n → ℂ) : Matrix (Fin n) (Fin n) ℂ :=
  Matrix.of fun a k => u k a
```

For $m+1$ sites, $M_j$ is $H$ without row and column $j$. The map `j.succAbove` lists the remaining sites in order.

```lean
/-- The Hamiltonian with site `j` removed: row and column `j` are deleted. -/
def deleteSite {m : ℕ} (H : Matrix (Fin (m + 1)) (Fin (m + 1)) ℂ) (j : Fin (m + 1)) :
    Matrix (Fin m) (Fin m) ℂ :=
  H.submatrix j.succAbove j.succAbove
```

## (a) Unitarity of the mode matrix

**Show that $U^\dagger U=1$.** The $(k,l)$ entry is $\sum_a u_k(a)^*u_l(a)=\delta_{kl}$, which is the orthonormality condition itself.

```lean
/-- The matrix of orthonormal eigenvectors is unitary. -/
theorem modeMatrix_unitary {n : ℕ} {H : Matrix (Fin n) (Fin n) ℂ} {E : Fin n → ℝ}
    {u : Fin n → Fin n → ℂ} (h : IsEigenbasis H E u) :
    (modeMatrix u)ᴴ * modeMatrix u = 1 := by
  ext k l
  rw [Matrix.one_apply]
  exact h.orthonormal k l
```

## (b) Spectral form of the shifted Hamiltonian

**Show that $z-H=U\,\mathrm{diag}(z-E_k)\,U^\dagger$ for every complex $z$.** Column $k$ of $(z-H)U$ is $(z-E_k)u_k$, so $(z-H)U=U\,\mathrm{diag}(z-E_k)$; this is `hs` in the code. Since $U$ is square, (a) also gives $UU^\dagger=1$. Multiplying by $U^\dagger$ from the right finishes the argument.

```lean
/-- Spectral form of `z - H`: it is diagonal in the eigenbasis, with entries `z - E k`. -/
theorem shifted_spectral {n : ℕ} {H : Matrix (Fin n) (Fin n) ℂ} {E : Fin n → ℝ}
    {u : Fin n → Fin n → ℂ} (h : IsEigenbasis H E u) (z : ℂ) :
    z • (1 : Matrix (Fin n) (Fin n) ℂ) - H =
      modeMatrix u * diagonal (fun k => z - (E k : ℂ)) * (modeMatrix u)ᴴ := by
  have hU : modeMatrix u * (modeMatrix u)ᴴ = 1 := mul_eq_one_comm.mp (modeMatrix_unitary h)
  -- the eigenvalue equations, collected column by column
  have hs : (z • (1 : Matrix (Fin n) (Fin n) ℂ) - H) * modeMatrix u =
      modeMatrix u * diagonal (fun k => z - (E k : ℂ)) := by
    ext a k
    have e : (H * modeMatrix u) a k = (E k : ℂ) * u k a := congrFun (h.eigen k) a
    rw [Matrix.sub_mul, Matrix.smul_mul, Matrix.one_mul, Matrix.sub_apply, e,
      Matrix.mul_diagonal, Matrix.smul_apply]
    simp only [modeMatrix, Matrix.of_apply, smul_eq_mul]
    ring
  rw [← hs, Matrix.mul_assoc, hU, Matrix.mul_one]
```

## (c) Which matrices have such a basis

**Show that an orthonormal eigenbasis with real energies exists exactly when $H$ is Hermitian.** Given the basis, (b) at $z=0$ reads $-H=U\,\mathrm{diag}(-E_k)\,U^\dagger$. The diagonal is real, so the right side equals its own adjoint. The converse is the spectral theorem, taken here from Mathlib. The later parts therefore need no separate assumption of Hermiticity.

```lean
/-- A complex matrix has an orthonormal eigenbasis with real energies exactly when it is
Hermitian. -/
theorem exists_eigenbasis_iff_isHermitian {n : ℕ} (H : Matrix (Fin n) (Fin n) ℂ) :
    (∃ E u, IsEigenbasis H E u) ↔ H.IsHermitian := by
  constructor
  · rintro ⟨E, u, h⟩
    have h0 := shifted_spectral h 0
    rw [zero_smul, zero_sub] at h0
    have hd : star (fun k => (0 : ℂ) - (E k : ℂ)) = fun k => (0 : ℂ) - (E k : ℂ) := by
      funext k
      simp
    have hn : (-H)ᴴ = -H := by
      rw [h0, conjTranspose_mul, conjTranspose_mul, conjTranspose_conjTranspose,
        diagonal_conjTranspose, hd, Matrix.mul_assoc]
    rw [conjTranspose_neg] at hn
    exact neg_injective hn
  · intro hH
    refine ⟨hH.eigenvalues, fun k => (hH.eigenvectorBasis k).ofLp, ?_, ?_⟩
    · intro k l
      have := orthonormal_iff_ite.mp hH.eigenvectorBasis.orthonormal k l
      rw [EuclideanSpace.inner_eq_star_dotProduct, dotProduct_comm] at this
      exact this
    · intro k
      rw [hH.mulVec_eigenvectorBasis k]
      ext a
      simp
```

## (d) A two-site example

**Find the modes of $H=\begin{pmatrix}9&12\\12&16\end{pmatrix}$.** Direct multiplication gives $H(3,4)^T=25\,(3,4)^T$ and $H(-4,3)^T=0$. Both vectors have length 5, so the normalised modes are $u_0=(3/5,4/5)$ with $E_0=25$ and $u_1=(-4/5,3/5)$ with $E_1=0$. The code checks every component.

```lean
/-- A coupled two-site Hamiltonian with its energies 25 and 0 and its orthonormal
eigenvectors. -/
theorem isEigenbasis_witness :
    IsEigenbasis !![9, 12; 12, 16] ![25, 0] ![![3 / 5, 4 / 5], ![-4 / 5, 3 / 5]] := by
  constructor
  · have h3 : (starRingEnd ℂ) 3 = 3 := Complex.ext (by simp) (by simp)
    have h4 : (starRingEnd ℂ) 4 = 4 := Complex.ext (by simp) (by simp)
    have h5 : (starRingEnd ℂ) 5 = 5 := Complex.ext (by simp) (by simp)
    intro k l
    fin_cases k <;> fin_cases l <;> simp [dotProduct, Fin.sum_univ_succ] <;>
      norm_num [h3, h4, h5]
  · intro k
    ext a
    fin_cases k <;> fin_cases a <;>
      simp [Matrix.mulVec, dotProduct, Fin.sum_univ_succ] <;> norm_num
```

## (e) Adjugate of an invertible matrix

**Show that $AB=1$ implies $\operatorname{adj}A=(\det A)\,B$.** The adjugate satisfies $(\operatorname{adj}A)A=(\det A)\,1$. Hence $\operatorname{adj}A=(\operatorname{adj}A)AB=(\det A)B$.

```lean
/-- The adjugate of an invertible matrix is its determinant times its inverse. -/
theorem adjugate_of_mul_eq_one {n : ℕ} {A B : Matrix (Fin n) (Fin n) ℂ} (h : A * B = 1) :
    adjugate A = A.det • B := by
  calc adjugate A = adjugate A * (A * B) := by rw [h, Matrix.mul_one]
    _ = A.det • B := by
      rw [← Matrix.mul_assoc, adjugate_mul, Matrix.smul_mul, Matrix.one_mul]
```

## (f) The adjugate at an energy level

**Show that**
$$\operatorname{adj}(E_i-H)=\prod_{k\ne i}(E_i-E_k)\;u_iu_i^\dagger .$$

The matrix $E_i-H$ is singular, so its inverse is not available. The proof turns on Mathlib's `adjugate`, which is built from determinants and exists for every square matrix. Its product rule `adjugate_mul_distrib`, $\operatorname{adj}(AB)=\operatorname{adj}B\,\operatorname{adj}A$, needs no invertibility either.

Put $D=\mathrm{diag}(E_i-E_k)$. By (b), the product rule and (e),
$$\operatorname{adj}(UDU^\dagger)=\det(U^\dagger)\det(U)\;U(\operatorname{adj}D)U^\dagger=U(\operatorname{adj}D)U^\dagger .$$
The matrix $\operatorname{adj}D$ is diagonal, with entries $\prod_{k\ne l}(E_i-E_k)$. For $l\ne i$ this product contains the factor $E_i-E_i=0$. Only $l=i$ can survive, and it leaves the outer product $u_iu_i^\dagger$, written `vecMulVec (u i) (star (u i))`. In the code, `Finset.sum_eq_single i` reduces the sum over levels to this term.

```lean
/-- The adjugate of `E i - H` is the projector onto the eigenvector `u i` times the product
of the energy differences `E i - E k` over all other levels. -/
theorem adjugate_at_energy {n : ℕ} {H : Matrix (Fin n) (Fin n) ℂ} {E : Fin n → ℝ}
    {u : Fin n → Fin n → ℂ} (h : IsEigenbasis H E u) (i : Fin n) :
    adjugate ((E i : ℂ) • (1 : Matrix (Fin n) (Fin n) ℂ) - H) =
      (∏ k ∈ Finset.univ.erase i, ((E i : ℂ) - (E k : ℂ))) •
        vecMulVec (u i) (star (u i)) := by
  have hV := modeMatrix_unitary h
  have hU : modeMatrix u * (modeMatrix u)ᴴ = 1 := mul_eq_one_comm.mp hV
  have hdet : (modeMatrix u).det * ((modeMatrix u)ᴴ).det = 1 := by
    rw [← det_mul, hU, det_one]
  rw [shifted_spectral h, adjugate_mul_distrib, adjugate_mul_distrib,
    adjugate_of_mul_eq_one hU, adjugate_of_mul_eq_one hV, adjugate_diagonal,
    Matrix.smul_mul, Matrix.mul_smul, Matrix.mul_smul, smul_smul,
    mul_comm ((modeMatrix u)ᴴ).det, hdet, one_smul]
  ext a b
  rw [Matrix.mul_apply, Finset.sum_eq_single i]
  · rw [Matrix.diagonal_mul]
    simp only [modeMatrix, Matrix.of_apply, conjTranspose_apply, Matrix.smul_apply,
      vecMulVec_apply, Pi.star_apply, smul_eq_mul]
    ring
  · -- every other level carries the vanishing factor `E i - E i`
    intro l _ hl
    rw [Matrix.diagonal_mul, Finset.prod_eq_zero
      (Finset.mem_erase.mpr ⟨hl.symm, Finset.mem_univ i⟩) (sub_self _), zero_mul, mul_zero]
  · intro hi
    exact absurd (Finset.mem_univ i) hi
```

## (g) Amplitude products and relative phases

**Show that**
$$u_i(a)\,u_i(b)^*\prod_{k\ne i}(E_i-E_k)=(-1)^{a+b}\det\big[(E_i-H)\text{ without row }b\text{ and column }a\big].$$

Take the $(a,b)$ entry of (f). On the left of (f), this entry of the adjugate is the signed minor with row $b$ and column $a$ deleted. For a nondegenerate level, the off-diagonal minors thus give the relative phases between sites where the amplitudes are nonzero.

```lean
/-- The product `u i a * star (u i b)` of two amplitudes of an eigenvector, times the product of `E
i - E k` over the other levels, is the signed minor of `E i - H` with row `b` and column `a`
deleted. -/
theorem amplitude_product {m : ℕ} {H : Matrix (Fin (m + 1)) (Fin (m + 1)) ℂ}
    {E : Fin (m + 1) → ℝ} {u : Fin (m + 1) → Fin (m + 1) → ℂ} (h : IsEigenbasis H E u)
    (i a b : Fin (m + 1)) :
    u i a * star (u i b) * ∏ k ∈ Finset.univ.erase i, ((E i : ℂ) - (E k : ℂ)) =
      (-1) ^ (b + a : ℕ) * (((E i : ℂ) • (1 : Matrix (Fin (m + 1)) (Fin (m + 1)) ℂ)
        - H).submatrix b.succAbove a.succAbove).det := by
  rw [← adjugate_fin_succ_eq_det_submatrix, adjugate_at_energy h i]
  simp only [Matrix.smul_apply, vecMulVec_apply, Pi.star_apply, smul_eq_mul]
  ring
```

## (h) The site weight

**Show that**
$$|u_i(j)|^2\prod_{k\ne i}(E_i-E_k)=\det(E_i-M_j).$$

Set $a=b=j$ in (g). The sign is $(-1)^{2j}=1$, and $u_i(j)u_i(j)^*=|u_i(j)|^2$. Deleting row and column $j$ from $E_i-H$ leaves $E_i-M_j$, which is the step `hsub`.

If level $i$ is degenerate, both sides vanish and the identity leaves the weight undetermined.

In the example of (d), take $i=j=0$. Then $M_0=(16)$, and $|u_0(0)|^2\cdot25=25-16$ gives $9/25$, as it should. For a single site, $m=0$, the product is empty and the determinant is that of a $0\times0$ matrix. Both equal 1, so the weight is 1.

```lean
/-- **Eigenvector-eigenvalue identity**: the weight of eigenvector `i` on site `j`, times the
product of `E i - E k` over the other levels, is the determinant of `E i` minus the
Hamiltonian with site `j` deleted. -/
theorem eigenvector_eigenvalue_identity {m : ℕ}
    {H : Matrix (Fin (m + 1)) (Fin (m + 1)) ℂ} {E : Fin (m + 1) → ℝ}
    {u : Fin (m + 1) → Fin (m + 1) → ℂ} (h : IsEigenbasis H E u) (i j : Fin (m + 1)) :
    ((‖u i j‖ ^ 2 : ℝ) : ℂ) * ∏ k ∈ Finset.univ.erase i, ((E i : ℂ) - (E k : ℂ)) =
      ((E i : ℂ) • (1 : Matrix (Fin m) (Fin m) ℂ) - deleteSite H j).det := by
  have hw : u i j * star (u i j) = ((‖u i j‖ ^ 2 : ℝ) : ℂ) := by
    rw [← Complex.normSq_eq_norm_sq]
    exact Complex.mul_conj _
  -- deleting a site commutes with the energy shift
  have hsub : ((E i : ℂ) • (1 : Matrix (Fin (m + 1)) (Fin (m + 1)) ℂ) - H).submatrix
      j.succAbove j.succAbove = (E i : ℂ) • (1 : Matrix (Fin m) (Fin m) ℂ) - deleteSite H j := by
    ext a b
    simp [deleteSite, Matrix.one_apply]
  rw [← hw, amplitude_product h i j j, hsub, Even.neg_one_pow ⟨_, rfl⟩, one_mul]
```

## (i) Weights from two spectra

**Let $\mu_l$ be the energies of $M_j$. Show that**
$$|u_i(j)|^2\prod_{k\ne i}(E_i-E_k)=\prod_l(E_i-\mu_l).$$

Apply (b) to $M_j$ with its own mode matrix $W$. The determinants of $W$ and $W^\dagger$ multiply to 1, so $\det(E_i-M_j)=\prod_l(E_i-\mu_l)$. Insert this in (h). The hypothesis `hM` supplies the eigenbasis of $M_j$; one always exists by (c), because deleting a row and the matching column keeps a matrix Hermitian. All quantities are now real, and `exact_mod_cast` carries the complex equation over to real numbers.

```lean
/-- The weight of eigenvector `i` on site `j`, times the product of `E i - E k` over the other
levels, is the product of all `E i - μ l`, where `μ l` are the energies of the system with site `j`
deleted. -/
theorem weight_from_energies {m : ℕ} {H : Matrix (Fin (m + 1)) (Fin (m + 1)) ℂ}
    {E : Fin (m + 1) → ℝ} {u : Fin (m + 1) → Fin (m + 1) → ℂ} (h : IsEigenbasis H E u)
    (i j : Fin (m + 1)) {μ : Fin m → ℝ} {w : Fin m → Fin m → ℂ}
    (hM : IsEigenbasis (deleteSite H j) μ w) :
    ‖u i j‖ ^ 2 * ∏ k ∈ Finset.univ.erase i, (E i - E k) = ∏ l, (E i - μ l) := by
  have key := eigenvector_eigenvalue_identity h i j
  have hdet : (modeMatrix w).det * ((modeMatrix w)ᴴ).det = 1 := by
    rw [← det_mul, mul_eq_one_comm.mp (modeMatrix_unitary hM), det_one]
  rw [shifted_spectral hM, det_mul, det_mul, det_diagonal, mul_right_comm, hdet,
    one_mul] at key
  exact_mod_cast key
```

## (j) Nodes of a nondegenerate state

**Suppose $E_k\ne E_i$ for all $k\ne i$. Show that $u_i(j)=0$ exactly when $\det(E_i-M_j)=0$.** Every factor $E_i-E_k$ in (h) is nonzero, so the left side vanishes only if $|u_i(j)|^2$ does. Physically, the state has a node at $j$ exactly when the system without that site also has a level at $E_i$.

```lean
/-- An eigenvector of a nondegenerate level has a node at site `j` exactly when the
determinant of `E i` minus the Hamiltonian with site `j` deleted vanishes. -/
theorem node_iff {m : ℕ} {H : Matrix (Fin (m + 1)) (Fin (m + 1)) ℂ}
    {E : Fin (m + 1) → ℝ} {u : Fin (m + 1) → Fin (m + 1) → ℂ} (h : IsEigenbasis H E u)
    (i j : Fin (m + 1)) (hi : ∀ k, k ≠ i → E k ≠ E i) :
    u i j = 0 ↔
      ((E i : ℂ) • (1 : Matrix (Fin m) (Fin m) ℂ) - deleteSite H j).det = 0 := by
  have hp : ∏ k ∈ Finset.univ.erase i, ((E i : ℂ) - (E k : ℂ)) ≠ 0 := by
    refine Finset.prod_ne_zero_iff.mpr fun k hk => sub_ne_zero.mpr ?_
    exact_mod_cast (hi k (Finset.ne_of_mem_erase hk)).symm
  rw [← eigenvector_eigenvalue_identity h i j, mul_eq_zero, or_iff_left hp]
  simp

end EigenvectorEigenvalue
```

```lean
#print axioms EigenvectorEigenvalue.exists_eigenbasis_iff_isHermitian
-- 'EigenvectorEigenvalue.exists_eigenbasis_iff_isHermitian' depends on axioms: [propext, Classical.choice, Quot.sound]
#print axioms EigenvectorEigenvalue.weight_from_energies
-- 'EigenvectorEigenvalue.weight_from_energies' depends on axioms: [propext, Classical.choice, Quot.sound]
#print axioms EigenvectorEigenvalue.node_iff
-- 'EigenvectorEigenvalue.node_iff' depends on axioms: [propext, Classical.choice, Quot.sound]
```
